# Small errors ±ε in two equal couplings of a two-state Hamiltonian with unequal diagonal elements: independent signs raise the mean lower energy, equal signs lower it

## Two states with noisy couplings

A transcorrelated Hamiltonian is a similarity transform e^(−J) H e^J of the electronic Hamiltonian H, where the real function J of the electron coordinates describes part of the correlation. It is in general not Hermitian, so two states are coupled by two numbers, x and y, which may differ. If the integrals behind them are sampled numerically, both carry errors. The question is whether these errors, when they average to zero, also average to zero in the energy.

The model is the real matrix with rows (0, x) and (y, Δ), called `hamiltonian Δ x y`. The first uncoupled level is the zero of energy, and Δ is the spacing of the uncoupled levels.

```lean
import Mathlib

open Matrix

namespace TranscorrelatedNoise

noncomputable section

/-- The two-state Hamiltonian with diagonal elements `0` and `Δ` and couplings `x` and `y`, which
may differ, as they can after a transcorrelated similarity transformation. -/
def hamiltonian (Δ x y : ℝ) : Matrix (Fin 2) (Fin 2) ℝ := !![0, x; y, Δ]
```

The lower energy is defined by the formula

E(x, y) = (Δ − √(Δ² + 4xy)) / 2.

For a negative discriminant Δ² + 4xy the eigenvalues are a complex pair, while Lean's real square root returns 0, so the formula then gives Δ/2, which is the real part of both eigenvalues but not itself an eigenvalue.

```lean
/-- The lower energy of the two-state Hamiltonian, for `Δ ^ 2 + 4 * (x * y) ≥ 0`. -/
def lowerEnergy (Δ x y : ℝ) : ℝ := (Δ - √(Δ ^ 2 + 4 * (x * y))) / 2
```

Noise is a finite set of samples k, the elements of the type `ι`, with weights w_k. The average is ⟨f⟩ = Σ_k w_k f_k, written `mean w f`. Hypothesis `hw` says that the weights sum to one, and `hw0` that none is negative.

```lean
/-- The weighted sum of `f` over finitely many noise samples with weights `w`, which is the average
of `f` when the weights are non-negative and sum to one. -/
def mean {ι : Type*} [Fintype ι] (w f : ι → ℝ) : ℝ := ∑ k, w k * f k
```

The step from here to a real calculation is the reduction of a many-state problem to two states with exact diagonal elements; it is assumed.

## (a) The secular equation

Show that a real number μ is an eigenvalue, with a nonzero real right eigenvector, exactly when

μ(μ − Δ) = xy.

The equation (H − μ)v = 0, with H now the two-state matrix, has a nonzero solution v exactly when the determinant vanishes:

(−μ)(Δ − μ) − xy = 0.

Expanding gives the claim. In Lean, `h` identifies the shifted matrix acting on v with Hv − μv, and `Matrix.exists_mulVec_eq_zero_iff` supplies the determinant criterion.

```lean
/-- A real number `μ` is an eigenvalue of the two-state Hamiltonian exactly when it
solves the secular equation `μ (μ - Δ) = x y`. -/
theorem eigenvalue_iff (Δ x y μ : ℝ) :
    (∃ v : Fin 2 → ℝ, v ≠ 0 ∧ hamiltonian Δ x y *ᵥ v = μ • v) ↔
      μ * (μ - Δ) = x * y := by
  have h : ∀ v : Fin 2 → ℝ, (!![-μ, x; y, Δ - μ] : Matrix (Fin 2) (Fin 2) ℝ) *ᵥ v
      = hamiltonian Δ x y *ᵥ v - μ • v := by
    intro v
    ext i
    fin_cases i <;> simp [hamiltonian, Matrix.mulVec, dotProduct, Fin.sum_univ_two] <;> ring
  have hd := Matrix.exists_mulVec_eq_zero_iff
    (M := (!![-μ, x; y, Δ - μ] : Matrix (Fin 2) (Fin 2) ℝ))
  simp only [h, sub_eq_zero, Matrix.det_fin_two_of] at hd
  rw [hd]
  constructor <;> intro h' <;> linear_combination h'
```

## (b) The formula gives the lowest level

Let D = Δ² + 4xy ≥ 0. Show that

E(x, y) = min { μ real : μ is an eigenvalue }.

Since 2E − Δ = −√D,

4E(E − Δ) = (2E − Δ)² − Δ² = D − Δ² = 4xy,

so E is an eigenvalue by (a). Any real eigenvalue μ satisfies

(Δ − 2μ)² = Δ² + 4μ(μ − Δ) = D.

Hence Δ − 2μ ≤ √D, which is μ ≥ E. The two halves of `IsLeast` are these two statements, membership and lower bound.

```lean
/-- When the discriminant is non-negative, `lowerEnergy` is the least real eigenvalue
of the two-state Hamiltonian. -/
theorem lowerEnergy_isLeast (Δ x y : ℝ) (hD : 0 ≤ Δ ^ 2 + 4 * (x * y)) :
    IsLeast {μ : ℝ | ∃ v : Fin 2 → ℝ, v ≠ 0 ∧ hamiltonian Δ x y *ᵥ v = μ • v}
      (lowerEnergy Δ x y) := by
  constructor
  · apply (eigenvalue_iff Δ x y _).2
    unfold lowerEnergy
    linear_combination Real.sq_sqrt hD / 4
  · intro μ hμ
    have h := (eigenvalue_iff Δ x y μ).1 hμ
    have h1 : |Δ - 2 * μ| ≤ √(Δ ^ 2 + 4 * (x * y)) :=
      Real.abs_le_sqrt (le_of_eq (by linear_combination 4 * h))
    have h2 := le_abs_self (Δ - 2 * μ)
    unfold lowerEnergy
    linarith
```

## (c) Averages of shifted and scaled quantities

For weights summing to one and constants a and c, show that

⟨a + c f⟩ = a + c⟨f⟩.

Splitting the sum gives

Σ_k w_k(a + c f_k) = a Σ_k w_k + c Σ_k w_k f_k,

and the first sum on the right is one. The Lean proof splits the sum in `h` and then inserts `hw`.

```lean
variable {ι : Type*} [Fintype ι] {w : ι → ℝ}

/-- With weights summing to one, averaging commutes with shifting and scaling. -/
theorem mean_affine (hw : ∑ k, w k = 1) (a c : ℝ) (f : ι → ℝ) :
    mean w (fun k => a + c * f k) = a + c * mean w f := by
  unfold mean
  have h : ∑ k, w k * (a + c * f k) = a * ∑ k, w k + c * ∑ k, w k * f k := by
    rw [Finset.mul_sum, Finset.mul_sum, ← Finset.sum_add_distrib]
    exact Finset.sum_congr rfl (fun k _ => by ring)
  rw [h, hw, mul_one]
```

## (d) From mean energy to mean gap

Write D_k = Δ² + 4x_k y_k. Show that

⟨E(x, y)⟩ = (Δ − ⟨√D⟩) / 2.

Each sample has E(x_k, y_k) = Δ/2 + (−1/2)√D_k, so (c) applies with a = Δ/2 and c = −1/2. The Lean proof does the same, with `e` as the rewritten energy. When D_k ≥ 0, √D_k is the gap between the two levels, so a smaller mean gap means a higher mean energy.

```lean
/-- With weights summing to one, the average of `lowerEnergy` is half the difference between `Δ` and
the average of `√(Δ ^ 2 + 4 * (x * y))`. -/
theorem mean_lowerEnergy (hw : ∑ k, w k = 1) (Δ : ℝ) (x y : ι → ℝ) :
    mean w (fun k => lowerEnergy Δ (x k) (y k)) =
      (Δ - mean w (fun k => √(Δ ^ 2 + 4 * (x k * y k)))) / 2 := by
  have e : (fun k => lowerEnergy Δ (x k) (y k)) =
      fun k => Δ / 2 + (-1 / 2) * √(Δ ^ 2 + 4 * (x k * y k)) := by
    funext k
    unfold lowerEnergy
    ring
  rw [e, mean_affine hw (Δ / 2) (-1 / 2) (fun k => √(Δ ^ 2 + 4 * (x k * y k)))]
  ring
```

## (e) The spread of the gap

For any D_k ≥ 0 and any number c, show that

⟨(√D − c)²⟩ = ⟨D⟩ − 2c⟨√D⟩ + c².

Expand the square in each sample, use (√D_k)² = D_k, and average with weights that sum to one. `Real.sq_sqrt` is the step that needs D_k ≥ 0.

```lean
/-- For non-negative `D` and weights summing to one, the mean square deviation of `√D`
from a number `c` expands into the averages of `D` and `√D`. -/
theorem mean_sq_deviation (hw : ∑ k, w k = 1) (D : ι → ℝ) (hD : ∀ k, 0 ≤ D k) (c : ℝ) :
    mean w (fun k => (√(D k) - c) ^ 2) =
      mean w D - 2 * c * mean w (fun k => √(D k)) + c ^ 2 := by
  unfold mean
  have h : ∑ k, w k * (√(D k) - c) ^ 2 =
      ∑ k, w k * D k - 2 * c * ∑ k, w k * √(D k) + c ^ 2 * ∑ k, w k := by
    rw [Finset.mul_sum, Finset.mul_sum, ← Finset.sum_sub_distrib, ← Finset.sum_add_distrib]
    refine Finset.sum_congr rfl (fun k _ => ?_)
    linear_combination w k * Real.sq_sqrt (hD k)
  rw [h, hw, mul_one]
```

## (f) Couplings with zero or negative covariance

Suppose that ⟨xy⟩ ≤ ⟨x⟩⟨y⟩, that every D_k ≥ 0, and that some sample j of positive weight has x_j y_j ≠ ⟨x⟩⟨y⟩. Show that

E(⟨x⟩, ⟨y⟩) < ⟨E(x, y)⟩.

The covariance condition `hcov` stands for couplings whose errors do not tend to move together, as when they are sampled separately. Despite its name, `uncorrelated_noise_raises` also allows negative covariance.

Let P = ⟨x⟩⟨y⟩. Then

0 ≤ ⟨D⟩ = Δ² + 4⟨xy⟩ ≤ Δ² + 4P,

so G = √(Δ² + 4P) satisfies G² = Δ² + 4P. If √D_j were equal to G, squaring would give x_j y_j = P, which is excluded. The mean square deviation from G is therefore positive, and (e) gives

0 < ⟨D⟩ − 2G⟨√D⟩ + G² ≤ 2G² − 2G⟨√D⟩.

Thus G⟨√D⟩ < G². Since G ≥ 0, this forces ⟨√D⟩ < G, and (d) turns the smaller gap into a higher energy. In Lean these steps are `hdev` (sample j deviates), `hv` (positive spread) and `hlt` (smaller mean gap).

```lean
/-- For non-negative weights summing to one, noise in the two couplings with zero or negative
covariance raises the average lower energy above its value at the mean couplings, if every sampled
discriminant is non-negative and some sample of positive weight has `x y` different from the product
of the means. -/
theorem uncorrelated_noise_raises (hw0 : ∀ k, 0 ≤ w k) (hw : ∑ k, w k = 1)
    (Δ : ℝ) (x y : ι → ℝ) (hD : ∀ k, 0 ≤ Δ ^ 2 + 4 * (x k * y k))
    (hcov : mean w (fun k => x k * y k) ≤ mean w x * mean w y)
    (hfl : ∃ k, 0 < w k ∧ x k * y k ≠ mean w x * mean w y) :
    lowerEnergy Δ (mean w x) (mean w y) < mean w (fun k => lowerEnergy Δ (x k) (y k)) := by
  obtain ⟨j, hj, hne⟩ := hfl
  rw [mean_lowerEnergy hw]
  unfold lowerEnergy
  obtain ⟨P, hP⟩ : ∃ P, P = mean w x * mean w y := ⟨_, rfl⟩
  rw [← hP] at hcov hne ⊢
  have hm : mean w (fun k => Δ ^ 2 + 4 * (x k * y k)) =
      Δ ^ 2 + 4 * mean w (fun k => x k * y k) := mean_affine hw _ _ _
  have hp : 0 ≤ mean w (fun k => Δ ^ 2 + 4 * (x k * y k)) :=
    Finset.sum_nonneg (fun k _ => mul_nonneg (hw0 k) (hD k))
  have hs := Real.sq_sqrt (show 0 ≤ Δ ^ 2 + 4 * P by linarith)
  have hdev : √(Δ ^ 2 + 4 * (x j * y j)) - √(Δ ^ 2 + 4 * P) ≠ 0 := by
    intro h
    have h1 := Real.sq_sqrt (hD j)
    rw [sub_eq_zero.1 h] at h1
    exact hne (by linarith)
  -- the gap fluctuates, so its mean square deviation is positive
  have hv : 0 < mean w (fun k => (√(Δ ^ 2 + 4 * (x k * y k)) - √(Δ ^ 2 + 4 * P)) ^ 2) :=
    Finset.sum_pos' (fun k _ => mul_nonneg (hw0 k) (sq_nonneg _))
      ⟨j, Finset.mem_univ j, mul_pos hj
        (lt_of_le_of_ne (sq_nonneg _) (Ne.symm (pow_ne_zero 2 hdev)))⟩
  rw [mean_sq_deviation hw (fun k => Δ ^ 2 + 4 * (x k * y k)) hD] at hv
  have hlt : mean w (fun k => √(Δ ^ 2 + 4 * (x k * y k))) < √(Δ ^ 2 + 4 * P) :=
    lt_of_mul_lt_mul_left (by nlinarith) (Real.sqrt_nonneg (Δ ^ 2 + 4 * P))
  linarith
```

## (g) A strict bound on a product of gaps

For Δ ≠ 0 and a ≠ c, show that

Δ² + 4ac < √(Δ² + 4a²) √(Δ² + 4c²).

This is the Cauchy–Schwarz inequality for the vectors (Δ, 2a) and (Δ, 2c), which are not parallel. Explicitly,

(Δ² + 4a²)(Δ² + 4c²) − (Δ² + 4ac)² = 4Δ²(a − c)² > 0,

and taking the square root gives the bound. The Lean proof merges the two roots, reduces to squares with `Real.lt_sqrt_of_sq_lt`, and uses the positive square in `h`.

```lean
/-- Strict Cauchy-Schwarz inequality for the vectors `(Δ, 2a)` and `(Δ, 2c)`, with
`Δ ≠ 0` and `a ≠ c`. -/
theorem gap_cauchy {Δ a c : ℝ} (hΔ : Δ ≠ 0) (hac : a ≠ c) :
    Δ ^ 2 + 4 * (a * c) < √(Δ ^ 2 + 4 * (a * a)) * √(Δ ^ 2 + 4 * (c * c)) := by
  rw [← Real.sqrt_mul (by nlinarith [sq_nonneg Δ, mul_self_nonneg a])]
  apply Real.lt_sqrt_of_sq_lt
  have h : 0 < (Δ * (a - c)) ^ 2 :=
    lt_of_le_of_ne (sq_nonneg _)
      (Ne.symm (pow_ne_zero 2 (mul_ne_zero hΔ (sub_ne_zero.2 hac))))
  nlinarith [h]
```

## (h) Couplings that stay equal

Now let y_k = x_k in every sample, so that each sampled matrix is symmetric. Let Δ ≠ 0 and m = ⟨x⟩, and let some sample of positive weight have x_j ≠ m. Show that

⟨E(x, x)⟩ < E(m, m).

Here D_k = Δ² + 4x_k². With G = √(Δ² + 4m²), part (g) gives

Δ² + 4m x_k ≤ G√D_k,

strictly when x_k ≠ m. Averaging yields

G² = Δ² + 4m² < G⟨√D⟩.

Since G > 0, the mean gap exceeds G, and (d) gives the lower mean energy. In Lean, `hlt` and `hle` are the strict and weak bounds, `hsum` is their average, and `hgap` is the result after division by G.

A wrong sign results if one argues here that the square root is concave and so the mean gap must shrink. Concavity compares ⟨√D⟩ with √⟨D⟩, but ⟨D⟩ = Δ² + 4⟨x²⟩ is now larger than G², because the equal errors have positive covariance.

```lean
/-- For non-negative weights summing to one, noise that keeps the two couplings equal lowers the
average lower energy below its value at the mean coupling, if `Δ ≠ 0` and some sample of positive
weight is off the mean. -/
theorem hermitian_noise_lowers (hw0 : ∀ k, 0 ≤ w k) (hw : ∑ k, w k = 1)
    {Δ : ℝ} (hΔ : Δ ≠ 0) (x : ι → ℝ) (hfl : ∃ k, 0 < w k ∧ x k ≠ mean w x) :
    mean w (fun k => lowerEnergy Δ (x k) (x k)) < lowerEnergy Δ (mean w x) (mean w x) := by
  obtain ⟨j, hj, hne⟩ := hfl
  rw [mean_lowerEnergy hw]
  unfold lowerEnergy
  obtain ⟨m, hm⟩ : ∃ m, m = mean w x := ⟨_, rfl⟩
  rw [← hm] at hne ⊢
  have hs := Real.mul_self_sqrt
    (show 0 ≤ Δ ^ 2 + 4 * (m * m) by nlinarith [sq_nonneg Δ, mul_self_nonneg m])
  have hlt : ∀ k, x k ≠ m → Δ ^ 2 + 4 * m * x k <
      0 + √(Δ ^ 2 + 4 * (m * m)) * √(Δ ^ 2 + 4 * (x k * x k)) := by
    intro k hk
    have h := gap_cauchy hΔ hk
    linarith
  have hle : ∀ k, Δ ^ 2 + 4 * m * x k ≤
      0 + √(Δ ^ 2 + 4 * (m * m)) * √(Δ ^ 2 + 4 * (x k * x k)) := by
    intro k
    rcases eq_or_ne (x k) m with h | h
    · rw [h]
      linarith
    · exact (hlt k h).le
  -- average the tangent-line bound over the noise
  have hsum : mean w (fun k => Δ ^ 2 + 4 * m * x k) < mean w (fun k =>
      0 + √(Δ ^ 2 + 4 * (m * m)) * √(Δ ^ 2 + 4 * (x k * x k))) :=
    Finset.sum_lt_sum (fun k _ => mul_le_mul_of_nonneg_left (hle k) (hw0 k))
      ⟨j, Finset.mem_univ j, mul_lt_mul_of_pos_left (hlt j hne) hj⟩
  rw [mean_affine hw, mean_affine hw _ _ (fun k => √(Δ ^ 2 + 4 * (x k * x k))), ← hm] at hsum
  have hgap : √(Δ ^ 2 + 4 * (m * m)) < mean w (fun k => √(Δ ^ 2 + 4 * (x k * x k))) :=
    lt_of_mul_lt_mul_left (by linarith) (Real.sqrt_nonneg (Δ ^ 2 + 4 * (m * m)))
  linarith
```

## (i) Equal and independent signs

Let Δ > 0 and b > ε > 0, where b is the noiseless value of both couplings and ε the size of the error. Show that

[E(b+ε, b+ε) + E(b−ε, b−ε)] / 2 < E(b, b)

and

E(b, b) < [E(b+ε, b+ε) + E(b+ε, b−ε) + E(b−ε, b+ε) + E(b−ε, b−ε)] / 4.

For equal signs, take two samples of weight 1/2. Their mean is b and b + ε ≠ b, so (h) applies.

For independent signs, take the four pairs with weight 1/4. Both couplings have mean b, and

⟨xy⟩ = [(b+ε) + (b−ε)]² / 4 = b²,

so the covariance is zero. All couplings are positive because b > ε, hence so are all discriminants. The first sample has product (b+ε)² ≠ b², and (f) applies. The Lean proof lists the samples as vectors `![...]`, checks the means in `hm`, `hx` and `hy`, and writes out the sums with `change`.

For transcorrelated calculations, this two-state model with exact diagonal elements shows that averaging energies over noisy runs can leave a bias. In the case treated here, where the noiseless couplings are equal, its sign depends on whether the two couplings share their error.

```lean
/-- Let both couplings have the noiseless value `b`, with `Δ > 0` and `b > ε > 0`. Averaging the
lower energy over equal signs of the errors `±ε` in the two couplings gives too low a value, and
averaging over independent, equally likely signs gives too high a value. -/
theorem sign_noise_bias_reversal {Δ b ε : ℝ} (hΔ : 0 < Δ) (hε : 0 < ε) (hb : ε < b) :
    (lowerEnergy Δ (b + ε) (b + ε) + lowerEnergy Δ (b - ε) (b - ε)) / 2
        < lowerEnergy Δ b b ∧
      lowerEnergy Δ b b <
        (lowerEnergy Δ (b + ε) (b + ε) + lowerEnergy Δ (b + ε) (b - ε)
          + lowerEnergy Δ (b - ε) (b + ε) + lowerEnergy Δ (b - ε) (b - ε)) / 4 := by
  constructor
  · -- two equally likely samples with equal couplings
    have hm : mean (fun _ : Fin 2 => (1 / 2 : ℝ)) ![b + ε, b - ε] = b := by
      rw [mean, Fin.sum_univ_two]
      change 1 / 2 * (b + ε) + 1 / 2 * (b - ε) = b
      ring
    have h := hermitian_noise_lowers (w := fun _ : Fin 2 => (1 / 2 : ℝ))
      (fun _ => by norm_num) (by norm_num) hΔ.ne' ![b + ε, b - ε]
      ⟨0, by norm_num, by rw [hm]; exact (show b < b + ε by linarith).ne'⟩
    rw [hm, mean, Fin.sum_univ_two] at h
    change 1 / 2 * lowerEnergy Δ (b + ε) (b + ε) + 1 / 2 * lowerEnergy Δ (b - ε) (b - ε)
      < lowerEnergy Δ b b at h
    linarith
  · -- four equally likely samples with uncorrelated couplings
    have hx : mean (fun _ : Fin 4 => (1 / 4 : ℝ)) ![b + ε, b + ε, b - ε, b - ε] = b := by
      rw [mean, Fin.sum_univ_four]
      change 1 / 4 * (b + ε) + 1 / 4 * (b + ε) + 1 / 4 * (b - ε) + 1 / 4 * (b - ε) = b
      ring
    have hy : mean (fun _ : Fin 4 => (1 / 4 : ℝ)) ![b + ε, b - ε, b + ε, b - ε] = b := by
      rw [mean, Fin.sum_univ_four]
      change 1 / 4 * (b + ε) + 1 / 4 * (b - ε) + 1 / 4 * (b + ε) + 1 / 4 * (b - ε) = b
      ring
    have hp : 0 < b + ε := by linarith
    have hq : 0 < b - ε := by linarith
    have hpos : ∀ p q : ℝ, 0 < p → 0 < q → 0 ≤ Δ ^ 2 + 4 * (p * q) :=
      fun p q h1 h2 => by positivity
    have h := uncorrelated_noise_raises (w := fun _ : Fin 4 => (1 / 4 : ℝ))
      (fun _ => by norm_num) (by norm_num) Δ
      ![b + ε, b + ε, b - ε, b - ε] ![b + ε, b - ε, b + ε, b - ε]
      (by
        intro k
        fin_cases k
        exacts [hpos _ _ hp hp, hpos _ _ hp hq, hpos _ _ hq hp, hpos _ _ hq hq])
      (by
        rw [hx, hy, mean, Fin.sum_univ_four]
        change 1 / 4 * ((b + ε) * (b + ε)) + 1 / 4 * ((b + ε) * (b - ε))
          + 1 / 4 * ((b - ε) * (b + ε)) + 1 / 4 * ((b - ε) * (b - ε)) ≤ b * b
        apply le_of_eq
        ring)
      ⟨0, by norm_num, by
        rw [hx, hy]
        exact (show b * b < (b + ε) * (b + ε) by nlinarith).ne'⟩
    rw [hx, hy, mean, Fin.sum_univ_four] at h
    change lowerEnergy Δ b b < 1 / 4 * lowerEnergy Δ (b + ε) (b + ε)
      + 1 / 4 * lowerEnergy Δ (b + ε) (b - ε) + 1 / 4 * lowerEnergy Δ (b - ε) (b + ε)
      + 1 / 4 * lowerEnergy Δ (b - ε) (b - ε) at h
    linarith

end

end TranscorrelatedNoise
```

```lean
#print axioms TranscorrelatedNoise.lowerEnergy_isLeast
#print axioms TranscorrelatedNoise.sign_noise_bias_reversal
```

```
'TranscorrelatedNoise.lowerEnergy_isLeast' depends on axioms: [propext, Classical.choice, Quot.sound]
'TranscorrelatedNoise.sign_noise_bias_reversal' depends on axioms: [propext, Classical.choice, Quot.sound]
```
